# Sufficient Fermi smearing removes the triplet instability of a two-level response model

An instability of a closed-shell system towards spin polarisation can show up as a growing triplet mode of its response. This text follows such a mode in a two-level model as the occupations are smeared. Here a mode is a complex frequency, away from the poles of the non-interacting response, at which the Dyson denominator of the interacting response vanishes. The formula for its energy is derived from this definition.

The system has two levels at −D/2 and D/2, with the chemical potential at 0. T is the smearing in energy units, and ħ = 1. A level at energy ε has the Fermi occupation f(ε) = 1/(exp(ε/T) + 1).

```lean
import Mathlib

open Complex

namespace SmearedTripletInstability

noncomputable section

/-- Fermi occupation of a level at energy `ε` relative to the chemical potential, with
smearing `T ≠ 0` in energy units. -/
def fermi (T ε : ℝ) : ℝ := 1 / (Real.exp (ε / T) + 1)
```

The lower occupation minus the upper one weights the transition between the levels.

```lean
/-- Occupation of the level at `-D/2` minus that of the level at `D/2`, for `T ≠ 0`. -/
def occDiff (D T : ℝ) : ℝ := fermi T (-(D / 2)) - fermi T (D / 2)
```

The bare response χ₀(ω) has a resonant term with its pole at D and an antiresonant term with its pole at −D.

```lean
/-- Bare response of the two levels at complex frequency `ω`, the sum of the resonant and the
antiresonant term, for `T ≠ 0` and `ω` different from `D` and `-D`. -/
def bareResponse (D T : ℝ) (ω : ℂ) : ℂ :=
  (occDiff D T : ℂ) / (ω - D) - (occDiff D T : ℂ) / (ω + D)
```

The triplet kernel element is −k. It stands for the attractive exchange-correlation kernel in the spin channel, taken between transition densities, with spin factors absorbed. The letter k is thus an energy, neither Boltzmann's constant nor a wavevector. In `IsTripletMode` the first two conditions exclude the bare poles, and the third is 1 − (−k)χ₀(ω) = 0.

```lean
/-- A triplet mode: a frequency away from the bare poles at which the Dyson denominator vanishes,
the triplet kernel element being `-k`, for `T ≠ 0`. -/
def IsTripletMode (D k T : ℝ) (ω : ℂ) : Prop :=
  ω - D ≠ 0 ∧ ω + D ≠ 0 ∧ 1 - (-(k : ℂ)) * bareResponse D T ω = 0
```

Two more quantities appear in the tasks. The first, written W(T) below, is

W(T) = D² − 2Dk tanh(D/(4T)).

It is called a squared energy, although it may be negative; part (c) connects it with the modes.

```lean
/-- The squared triplet energy `W(T) = D² - 2 D k tanh(D/(4T))`, for `T ≠ 0`. -/
def sqEnergy (D k T : ℝ) : ℝ := D ^ 2 - 2 * D * k * Real.tanh (D / (4 * T))
```

The second is a candidate for a critical smearing, written Tc:

Tc = D / (2 log((2k + D)/(2k − D))).

```lean
/-- The critical smearing `D / (2 log((2k+D)/(2k-D)))`, for `0 < D < 2k`. -/
def criticalT (D k : ℝ) : ℝ := D / (2 * Real.log ((2 * k + D) / (2 * k - D)))
```

D and k stay fixed as T varies. In a self-consistent calculation both would in general change with the occupations. The model also leaves out further levels and the change of the occupations themselves under a static perturbation, so the results below are statements about the model and not about a real material or molecule.

## (a) The hyperbolic tangent in one exponential

Show that for every real x

tanh x = (exp(2x) − 1)/(exp(2x) + 1).

**Solution.** By definition tanh x = (exp(x) − exp(−x))/(exp(x) + exp(−x)). Multiply numerator and denominator by exp(x) and use exp(x)·exp(−x) = 1. In the Lean proof this product is the hypothesis `h`, and `linear_combination` uses it after cross-multiplication.

```lean
/-- The hyperbolic tangent written with a single exponential. -/
theorem tanh_eq_exp (x : ℝ) :
    Real.tanh x = (Real.exp (2 * x) - 1) / (Real.exp (2 * x) + 1) := by
  have h : Real.exp x * Real.exp (-x) = 1 := by rw [← Real.exp_add]; simp
  rw [Real.tanh_eq_sinh_div_cosh, Real.sinh_eq, Real.cosh_eq, two_mul, Real.exp_add,
    div_eq_div_iff (by positivity) (by positivity)]
  linear_combination (-Real.exp x) * h
```

## (b) The occupation difference

Show that

f(−D/2) − f(D/2) = tanh(D/(4T)).

**Solution.** Put E = exp(D/(2T)). The upper occupation is 1/(E + 1). The lower one is 1/(1/E + 1) = E/(E + 1). Their difference is (E − 1)/(E + 1), which is tanh(D/(4T)) by part (a) with x = D/(4T).

The step `h1` rewrites the lower occupation in the same way. The identity carries no hypothesis on T; at T = 0 Lean's division by zero makes both sides 0, whereas for D > 0 the physical limit of small smearing is 1.

In a linear-response calculation with fractional occupations, the contribution of each pair of levels to χ₀ is multiplied by the difference of their occupations. Here that difference takes the form tanh(D/(4T)) because the two levels lie symmetrically about the chemical potential.

```lean
/-- The Fermi occupations of the two levels differ by `tanh(D/(4T))`. -/
theorem occDiff_eq_tanh (D T : ℝ) : occDiff D T = Real.tanh (D / (4 * T)) := by
  have h : Real.exp (D / 2 / T) * Real.exp (-(D / 2) / T) = 1 := by
    rw [← Real.exp_add, show D / 2 / T + -(D / 2) / T = 0 by ring, Real.exp_zero]
  have h1 : 1 / (Real.exp (-(D / 2) / T) + 1)
      = Real.exp (D / 2 / T) / (Real.exp (D / 2 / T) + 1) := by
    rw [div_eq_div_iff (by positivity) (by positivity)]
    linear_combination -h
  rw [tanh_eq_exp, show 2 * (D / (4 * T)) = D / 2 / T by ring, occDiff, fermi, fermi, h1,
    ← sub_div]
```

## (c) The frequencies of the triplet modes

Let D, k and T be positive. Show that a complex ω is a triplet mode exactly when

ω² = W(T).

**Solution.** Write t = tanh(D/(4T)), which is positive. Away from the bare poles,

χ₀(ω) = t/(ω − D) − t/(ω + D) = 2Dt/((ω − D)(ω + D)).

Multiplying 1 + kχ₀(ω) = 0 by (ω − D)(ω + D) gives

ω² − D² + 2Dkt = 0,

which is ω² = W(T).

Conversely, let ω² = W(T). Then (ω − D)(ω + D) = −2Dkt, which is not zero. So ω is not a bare pole, and the multiplication can be undone. For k = 0 the frequency ω = D would solve the quadratic equation without being a mode, so the equivalence needs k ≠ 0.

The identity obtained by clearing denominators is `key` in the Lean proof, and both directions use it. The non-zero product is `hne`.

```lean
/-- For positive gap, coupling and smearing, the triplet modes are exactly the complex
frequencies whose square is `W(T)`. -/
theorem isTripletMode_iff {D k T : ℝ} (hD : 0 < D) (hk : 0 < k) (hT : 0 < T) (ω : ℂ) :
    IsTripletMode D k T ω ↔ ω ^ 2 = (sqEnergy D k T : ℂ) := by
  have ht : 0 < Real.tanh (D / (4 * T)) := by
    rw [Real.tanh_eq_sinh_div_cosh]
    exact div_pos (Real.sinh_pos_iff.mpr (by positivity)) (Real.cosh_pos _)
  unfold IsTripletMode bareResponse sqEnergy
  rw [occDiff_eq_tanh]
  generalize Real.tanh (D / (4 * T)) = t at ht ⊢
  push_cast
  -- clearing denominators in the Dyson equation
  have key : ω - D ≠ 0 → ω + D ≠ 0 →
      (1 - (-(k : ℂ)) * ((t : ℂ) / (ω - D) - (t : ℂ) / (ω + D))) * ((ω - D) * (ω + D))
        = ω ^ 2 - ((D : ℂ) ^ 2 - 2 * D * k * t) := by
    intro h1 h2
    field_simp
    ring
  constructor
  · rintro ⟨h1, h2, h3⟩
    have h := key h1 h2
    rw [h3, zero_mul] at h
    exact (sub_eq_zero.mp h.symm)
  · intro h
    -- the coupling moves the modes away from the bare poles
    have hne : (ω - D) * (ω + D) ≠ 0 := by
      have h0 : (ω - D) * (ω + D) = ((-(2 * D * k * t) : ℝ) : ℂ) := by
        push_cast
        linear_combination h
      rw [h0]
      exact Complex.ofReal_ne_zero.mpr (neg_ne_zero.mpr (by positivity))
    have h1 := left_ne_zero_of_mul hne
    have h2 := right_ne_zero_of_mul hne
    refine ⟨h1, h2, ?_⟩
    have h3 := key h1 h2
    rw [h, sub_self] at h3
    exact (mul_eq_zero.mp h3).resolve_right hne
```

## (d) Removing the quotient from W

Show that

W(T)·(exp(D/(2T)) + 1) = D·((2k + D) − exp(D/(2T))·(2k − D)).

**Solution.** With E = exp(D/(2T)), part (a) gives t = (E − 1)/(E + 1). Hence

W(T)·(E + 1) = D²(E + 1) − 2Dk(E − 1) = D·((2k + D) − E(2k − D)).

The Lean proof names the exponential `E`, clears the denominator with `field_simp` and finishes with `ring`.

```lean
/-- Multiplied by `exp(D/(2T)) + 1`, the squared energy is linear in `exp(D/(2T))`. -/
theorem sqEnergy_mul (D k T : ℝ) :
    sqEnergy D k T * (Real.exp (D / (2 * T)) + 1)
      = D * ((2 * k + D) - Real.exp (D / (2 * T)) * (2 * k - D)) := by
  rw [sqEnergy, tanh_eq_exp, show 2 * (D / (4 * T)) = D / (2 * T) by ring]
  have hE := Real.exp_pos (D / (2 * T))
  generalize Real.exp (D / (2 * T)) = E at hE ⊢
  have hE1 : E + 1 ≠ 0 := by positivity
  field_simp
  ring
```

## (e) The sign of W

Let k > D/2 > 0. Show that Tc > 0 and that for every T > 0

W(T) < 0 ⇔ T < Tc, and W(T) > 0 ⇔ T > Tc.

**Solution.** Put q = (2k + D)/(2k − D). Both parts of the fraction are positive and the numerator is larger, so q > 1, log q > 0 and Tc = D/(2 log q) > 0.

In part (d) the factors E + 1 and D are positive, so W(T) has the sign of (2k + D) − E(2k − D). Since 2k − D > 0,

W(T) < 0 ⇔ E > q ⇔ D/(2T) > log q ⇔ T < Tc.

Reversing every inequality gives the second equivalence.

In Lean each `h1` turns the comparison of T with Tc into one between D/(2T) and the logarithm. The lemmas `Real.log_lt_iff_lt_exp` and `Real.lt_log_iff_exp_lt` pass to the exponential, and the identity of part (d), stored as `hW`, transfers the sign.

```lean
/-- For `k > D/2 > 0` the critical smearing is positive, and at smearing `T > 0` the squared
triplet energy is negative exactly below it and positive exactly above it. -/
theorem sqEnergy_sign {D k : ℝ} (hD : 0 < D) (hk : D / 2 < k) :
    0 < criticalT D k ∧ ∀ T, 0 < T →
      (sqEnergy D k T < 0 ↔ T < criticalT D k) ∧
      (0 < sqEnergy D k T ↔ criticalT D k < T) := by
  have hr : 0 < 2 * k - D := by linarith
  have hq : 0 < (2 * k + D) / (2 * k - D) := div_pos (by linarith) hr
  have hL : 0 < Real.log ((2 * k + D) / (2 * k - D)) :=
    Real.log_pos (by rw [lt_div_iff₀ hr]; linarith)
  refine ⟨div_pos hD (by linarith), fun T hT => ?_⟩
  have hE : 0 < Real.exp (D / (2 * T)) + 1 := by positivity
  have hW := sqEnergy_mul D k T
  constructor
  · have h1 : T < criticalT D k ↔
        Real.log ((2 * k + D) / (2 * k - D)) < D / (2 * T) := by
      rw [criticalT, lt_div_iff₀ (by linarith), lt_div_iff₀ (by linarith)]
      constructor <;> intro h <;> linarith
    rw [h1, Real.log_lt_iff_lt_exp hq, div_lt_iff₀ hr]
    constructor <;> intro h
    · have := mul_pos (neg_pos.mpr h) hE
      have h2 := pos_of_mul_pos_right (a := D)
        (b := Real.exp (D / (2 * T)) * (2 * k - D) - (2 * k + D)) (by linarith) hD.le
      linarith
    · by_contra hn
      have := mul_nonneg (not_lt.mp hn) hE.le
      have := mul_pos hD (sub_pos.mpr h)
      linarith
  · have h1 : criticalT D k < T ↔
        D / (2 * T) < Real.log ((2 * k + D) / (2 * k - D)) := by
      rw [criticalT, div_lt_iff₀ (by linarith), div_lt_iff₀ (by linarith)]
      constructor <;> intro h <;> linarith
    rw [h1, Real.lt_log_iff_exp_lt hq, lt_div_iff₀ hr]
    constructor <;> intro h
    · have := mul_pos h hE
      rw [hW] at this
      linarith [pos_of_mul_pos_right this hD.le]
    · have := mul_pos hD (sub_pos.mpr h)
      rw [← hW] at this
      exact pos_of_mul_pos_left this hE.le
```

## (f) Only one such smearing

Let k > D/2 > 0. Show that exactly one number S > 0 has the property that, for all T > 0,

T < S ⇒ W(T) < 0, and T > S ⇒ W(T) > 0.

**Solution.** By part (e), Tc has the property. Suppose that S has it too and S ≠ Tc. The midpoint M = (S + Tc)/2 is positive and lies strictly between them. If S < Tc, then W(M) > 0 because M > S, and W(M) < 0 because M < Tc. If S > Tc, the two signs are exchanged. Both cases are contradictory.

Lean's `∃!` expresses existence and uniqueness together, and `lt_trichotomy` separates the cases.

```lean
/-- For `k > D/2 > 0` there is exactly one positive smearing `Tc` such that the squared triplet
energy is negative for `0 < T < Tc` and positive for `T > Tc`. -/
theorem existsUnique_critical {D k : ℝ} (hD : 0 < D) (hk : D / 2 < k) :
    ∃! Tc : ℝ, 0 < Tc ∧ ∀ T, 0 < T →
      (T < Tc → sqEnergy D k T < 0) ∧ (Tc < T → 0 < sqEnergy D k T) := by
  obtain ⟨hc, hs⟩ := sqEnergy_sign hD hk
  refine ⟨criticalT D k, ⟨hc, fun T hT => ⟨(hs T hT).1.mpr, (hs T hT).2.mpr⟩⟩, ?_⟩
  rintro S ⟨hS, h⟩
  -- midway between two different candidates the sign would be contradictory
  have hm : 0 < (S + criticalT D k) / 2 := by linarith
  rcases lt_trichotomy S (criticalT D k) with hlt | heq | hgt
  · have h1 := (h _ hm).2 (by linarith)
    have h2 := (hs _ hm).1.mpr (by linarith)
    linarith
  · exact heq
  · have h1 := (h _ hm).1 (by linarith)
    have h2 := (hs _ hm).2.mpr (by linarith)
    linarith
```

## (g) Growing modes

Let k > D/2 > 0 and T > 0. Show that

a triplet mode ω with Im ω > 0 exists ⇔ T < Tc.

With time dependence exp(−iω·time), such a mode grows exponentially.

**Solution.** Let ω = a + ib be a mode with b > 0. By part (c), ω² = a² − b² + 2iab equals the real number W(T). So ab = 0, hence a = 0 and W(T) = −b² < 0, and part (e) gives T < Tc. Conversely, if T < Tc then W(T) < 0, and ω = i√(−W(T)) is a mode with positive imaginary part.

The Lean proof compares real and imaginary parts in `hre` and `hi`, and supplies the same square root for the converse.

In numbers, take D = 1 eV and k = 0.55 eV, so that Tc ≈ 0.164 eV. At very small smearing W ≈ −0.1 eV², and the mode is imaginary, about 0.32i eV. At T = 0.2 eV, W ≈ 0.067 eV², and the calculation reports an ordinary triplet excitation at about 0.26 eV. In time-dependent density functional theory an imaginary triplet energy signals a spin-restricted reference that is unstable to spin polarisation; in this two-level model with fixed gap and coupling, smearing alone makes that signal disappear.

```lean
/-- For `k > D/2 > 0` and `T > 0`, a triplet mode whose frequency has positive imaginary part exists
exactly when the smearing is below its critical value. -/
theorem unstable_mode_iff {D k T : ℝ} (hD : 0 < D) (hk : D / 2 < k) (hT : 0 < T) :
    (∃ ω : ℂ, IsTripletMode D k T ω ∧ 0 < ω.im) ↔ T < criticalT D k := by
  have hk0 : 0 < k := by linarith
  rw [← ((sqEnergy_sign hD hk).2 T hT).1]
  constructor
  · rintro ⟨ω, hω, him⟩
    rw [isTripletMode_iff hD hk0 hT, pow_two] at hω
    have hre := congrArg Complex.re hω
    have hi := congrArg Complex.im hω
    rw [Complex.mul_re, Complex.ofReal_re] at hre
    rw [Complex.mul_im, Complex.ofReal_im] at hi
    -- a real square forces the unstable frequency onto the imaginary axis
    have h0 : ω.re = 0 :=
      (mul_eq_zero.mp (show ω.re * ω.im = 0 by linarith)).resolve_right him.ne'
    rw [h0] at hre
    nlinarith [mul_pos him him]
  · intro hW
    refine ⟨(Real.sqrt (-sqEnergy D k T) : ℂ) * I, ?_, ?_⟩
    · rw [isTripletMode_iff hD hk0 hT, mul_pow, Complex.I_sq, ← Complex.ofReal_pow,
        Real.sq_sqrt (by linarith)]
      push_cast
      ring
    · simpa using hW
```

## (h) A bound without the gap

Let k > D/2 > 0. Show that

Tc ≤ k/2.

**Solution.** For x ≥ 0,

log(1 + x) ≥ 2x/(x + 2),

because both sides vanish at x = 0 and the derivative of their difference is x²/((1 + x)(x + 2)²) ≥ 0. Take x = 2D/(2k − D). Then 1 + x = q, with q from part (e), and x + 2 = 4k/(2k − D), so the right-hand side is D/k. Hence log q ≥ D/k, and Tc = D/(2 log q) ≤ k/2.

Mathlib provides the logarithmic inequality as `Real.le_log_one_add_of_nonneg`; `h1`, `h2` and `h3` carry out the substitution.

```lean
/-- For `k > D/2 > 0` the critical smearing is at most half the coupling. -/
theorem criticalT_le {D k : ℝ} (hD : 0 < D) (hk : D / 2 < k) : criticalT D k ≤ k / 2 := by
  have hr : 0 < 2 * k - D := by linarith
  have hk0 : 0 < k := by linarith
  have h := Real.le_log_one_add_of_nonneg (x := 2 * D / (2 * k - D)) (by positivity)
  have h1 : 1 + 2 * D / (2 * k - D) = (2 * k + D) / (2 * k - D) := by
    rw [eq_div_iff hr.ne', add_mul, div_mul_cancel₀ _ hr.ne']
    ring
  have h2 : 2 * D / (2 * k - D) + 2 = 4 * k / (2 * k - D) := by
    rw [eq_div_iff hr.ne', add_mul, div_mul_cancel₀ _ hr.ne']
    ring
  have h3 : 2 * (2 * D / (2 * k - D)) / (4 * k / (2 * k - D)) = D / k := by
    rw [← mul_div_assoc, div_div_div_cancel_right₀ hr.ne',
      div_eq_div_iff (by positivity) hk0.ne']
    ring
  rw [h1, h2, h3] at h
  have hL := lt_of_lt_of_le (div_pos hD hk0) h
  rw [div_le_iff₀ hk0] at h
  rw [criticalT, div_le_iff₀ (by linarith)]
  linarith
```

## (i) Weak coupling

Let D > 0 and k ≤ D/2. Show that for every T > 0

W(T) > 0.

**Solution.** Now E = exp(D/(2T)) > 1 and D − 2k ≥ 0, so the bracket in part (d) is

(2k + D) − E(2k − D) = 2D + (E − 1)(D − 2k) > 0.

Since D and E + 1 are positive, so is W(T). For 0 < k ≤ D/2, part (c) then makes every triplet mode real, whatever the smearing. The Lean proof obtains the positive bracket with `nlinarith` from the product (E − 1)(D − 2k) ≥ 0.

```lean
/-- If the coupling is at most `D/2`, with `D > 0`, the squared triplet energy is positive at
every smearing `T > 0`. -/
theorem sqEnergy_pos_of_weak {D k T : ℝ} (hD : 0 < D) (hk : k ≤ D / 2) (hT : 0 < T) :
    0 < sqEnergy D k T := by
  have hE : 1 < Real.exp (D / (2 * T)) := Real.one_lt_exp_iff.mpr (by positivity)
  have h : 0 < (2 * k + D) - Real.exp (D / (2 * T)) * (2 * k - D) := by
    nlinarith [mul_nonneg (sub_nonneg.mpr hE.le) (show 0 ≤ D - 2 * k by linarith)]
  have h1 := mul_pos hD h
  rw [← sqEnergy_mul] at h1
  exact pos_of_mul_pos_left h1 (by linarith)

end

end SmearedTripletInstability
```

```lean
#print axioms SmearedTripletInstability.isTripletMode_iff
#print axioms SmearedTripletInstability.unstable_mode_iff
#print axioms SmearedTripletInstability.criticalT_le
#print axioms SmearedTripletInstability.sqEnergy_pos_of_weak
```

```
'SmearedTripletInstability.isTripletMode_iff' depends on axioms: [propext, Classical.choice, Quot.sound]
'SmearedTripletInstability.unstable_mode_iff' depends on axioms: [propext, Classical.choice, Quot.sound]
'SmearedTripletInstability.criticalT_le' depends on axioms: [propext, Classical.choice, Quot.sound]
'SmearedTripletInstability.sqEnergy_pos_of_weak' depends on axioms: [propext, Classical.choice, Quot.sound]
```
